# Blocks of at most \(\binom{M}{\lfloor M/2\rfloor}\) states for a Kanamori atom with diagonal levels

Before a hybridization-expansion impurity solver starts sampling, I diagonalize the isolated atom, block by block. For five orbitals, sorting the 1024 occupation states by electron number and \(S_z\) still leaves a block of 100 states. I have seen the set of singly occupied orbitals used as a further label. But spin exchange and pair hopping both move electrons between orbitals, so why does a label that names particular orbitals survive them? And if it does, how many blocks are there, and how large is the worst one?

## Both processes leave the singly occupied set alone

The label survives because spin exchange acts on two singly occupied orbitals and leaves both singly occupied, while pair hopping empties a doubly occupied orbital and fills an empty one. For five orbitals you get 352 groups, the largest with 10 states.

Let \(A\) be the set of orbitals holding an up electron and \(B\) the set holding a down electron. Each is any subset of the \(M\) orbitals, so there are \(2^M\cdot 2^M=4^M\) states. The label of a state is

\[
\bigl(|A|+|B|,\ |A|-|B|,\ S\bigr),\qquad S=A\,\triangle\,B ,
\]

that is, electron number, twice \(S_z\), and the singly occupied orbitals. Both processes also conserve the number of electrons of each spin, so they keep the whole label. The level energies and density-density terms are diagonal.

**Number of groups.** Fix \(S\) with \(k\) orbitals. Let \(u\) of them carry an up electron, and let \(d\) of the other \(M-k\) orbitals be doubly occupied. The electron number is \(k+2d\) and twice \(S_z\) is \(2u-k\), so different \((u,d)\) give different labels. All values \(0\le u\le k\), \(0\le d\le M-k\) occur, and the number of groups is \(\sum_S (k+1)(M-k+1)\).

To evaluate it, take a set of \(n\) elements with subsets \(t\), and integers \(a,b\):

\[
F_n(a,b)=\sum_t (|t|+a)(n-|t|+b).
\]

A new element lies either outside or inside the subset, so \(F_{n+1}(a,b)=F_n(a,b+1)+F_n(a+1,b)\). Starting from \(F_0(a,b)=ab\), induction gives

\[
4F_n(a,b)=2^n\bigl[n(n-1)+2n(a+b)+4ab\bigr],
\]

because four times the right-hand side of the recursion is

\[
2^n\bigl[2n(n-1)+4n(a+b+1)+8ab+4(a+b)\bigr]
=2^{n+1}\bigl[(n+1)n+2(n+1)(a+b)+4ab\bigr].
\]

With \(n=M\) and \(a=b=1\), the number of groups is \(2^M(M^2+3M+4)/4\).

**Largest group.** Within a group, \(|A|\) is half the sum of the first two labels, and \(B=A\,\triangle\,S\) follows from \(A\). The group therefore has at most \(\binom{M}{|A|}\le\binom{M}{\lfloor M/2\rfloor}\) states. Equality holds for \(\lfloor M/2\rfloor\) pairs with no singly occupied orbital, where \(A=B\) can be any subset of that size.

## The checked version

```lean
import Mathlib

open Finset

namespace KanamoriSectors

/-- An occupation state of `M` orbitals: the set of orbitals holding an up electron and
the set of orbitals holding a down electron. -/
abbrev State (M : ℕ) := Finset (Fin M) × Finset (Fin M)

/-- Values of electron number, twice Sz, and the set of singly occupied orbitals. -/
abbrev Label (M : ℕ) := ℕ × ℤ × Finset (Fin M)

variable {M : ℕ}

/-- Electron number, twice Sz, and the set of singly occupied orbitals of a state. -/
def label (s : State M) : Label M :=
  (s.1.card + s.2.card, (s.1.card : ℤ) - s.2.card, symmDiff s.1 s.2)

/-- The group of all occupation states with a given label. -/
def sector (g : Label M) : Finset (State M) := univ.filter fun s => label s = g

/-- For `b` in `A` and `a` not in `A`, moves an electron of one spin from orbital `b` to orbital
`a`. -/
def move (a b : Fin M) (A : Finset (Fin M)) : Finset (Fin M) := insert a (A.erase b)

/-- Level energies plus density-density repulsion of an occupation state. -/
def energy (ε : Fin M → ℝ) (U U' J : ℝ) (s : State M) : ℝ :=
  ∑ a ∈ s.1, ε a + ∑ a ∈ s.2, ε a + U * (s.1 ∩ s.2).card
    + U' * (s.1.card * s.2.card - (s.1 ∩ s.2).card)
    + (U' - J) * (s.1.card.choose 2 + s.2.card.choose 2)

/-- The Kanamori Hamiltonian in the occupation basis, electrons ordered orbital by orbital:
diagonal energy, spin exchange `-J` and pair hopping `J`. -/
def kanamori (ε : Fin M → ℝ) (U U' J : ℝ) : Matrix (State M) (State M) ℝ := fun t s =>
  (if t = s then energy ε U U' J s else 0) + ∑ a, ∑ b,
    ((if a ∈ s.2 \ s.1 ∧ b ∈ s.1 \ s.2 ∧ t = (move a b s.1, move b a s.2) then -J else 0)
    + (if a ∉ s.1 ∪ s.2 ∧ b ∈ s.1 ∩ s.2 ∧ t = (move a b s.1, move a b s.2) then J else 0))

/-- Moving an electron from an occupied to an empty place keeps the number of electrons
of that spin. -/
theorem card_move {a b : Fin M} {A : Finset (Fin M)} (ha : a ∉ A) (hb : b ∈ A) :
    (move a b A).card = A.card := by
  rw [move, card_insert_of_notMem fun h => ha (mem_of_mem_erase h), card_erase_add_one hb]

/-- Exchanging opposite spins of two singly occupied orbitals, or moving a pair to an empty
orbital, keeps electron number, Sz and the set of singly occupied orbitals. -/
theorem exchange_conserves (s : State M) (a b : Fin M) :
    (a ∈ s.2 \ s.1 → b ∈ s.1 \ s.2 → label (move a b s.1, move b a s.2) = label s) ∧
    (a ∉ s.1 ∪ s.2 → b ∈ s.1 ∩ s.2 → label (move a b s.1, move a b s.2) = label s) := by
  constructor
  · intro ha hb
    rw [mem_sdiff] at ha hb
    have k : symmDiff (move a b s.1) (move b a s.2) = symmDiff s.1 s.2 := by
      ext x
      simp only [move, mem_symmDiff, mem_insert, mem_erase]
      grind
    simp only [label, card_move ha.2 hb.1, card_move hb.2 ha.1, k]
  · intro ha hb
    rw [mem_union, not_or] at ha
    rw [mem_inter] at hb
    have k : symmDiff (move a b s.1) (move a b s.2) = symmDiff s.1 s.2 := by
      ext x
      simp only [move, mem_symmDiff, mem_insert, mem_erase]
      grind
    simp only [label, card_move ha.1 hb.1, card_move ha.2 hb.2, k]

/-- The Kanamori Hamiltonian has nonzero matrix elements only between states with equal
electron number, Sz and set of singly occupied orbitals. -/
theorem kanamori_conserves (ε : Fin M → ℝ) (U U' J : ℝ) {t s : State M}
    (h : kanamori ε U U' J t s ≠ 0) : label t = label s := by
  by_contra hne
  refine h ?_
  have hts : t ≠ s := fun e => hne (congrArg label e)
  simp only [kanamori]
  rw [if_neg hts, zero_add]
  refine sum_eq_zero fun a _ => sum_eq_zero fun b _ => ?_
  rw [if_neg, if_neg, zero_add]
  · rintro ⟨ha, hb, e⟩
    exact hne ((congrArg label e).trans ((exchange_conserves s a b).2 ha hb))
  · rintro ⟨ha, hb, e⟩
    exact hne ((congrArg label e).trans ((exchange_conserves s a b).1 ha hb))

/-- Closed form of the sum, over all subsets of a finite set, of the product of the shifted
sizes of the subset and of its complement. -/
theorem sum_subsets {α : Type*} [DecidableEq α] (s : Finset α) (a b : ℤ) :
    4 * ∑ t ∈ s.powerset, ((t.card : ℤ) + a) * ((s.card : ℤ) - t.card + b) =
      2 ^ s.card * ((s.card : ℤ) * (s.card - 1) + 2 * s.card * (a + b) + 4 * a * b) := by
  induction s using Finset.induction_on generalizing a b with
  | empty =>
    simp only [powerset_empty, sum_singleton, card_empty, Nat.cast_zero]
    ring
  | insert x s hx ih =>
    rw [sum_powerset_insert hx, card_insert_of_notMem hx]
    -- the new element lies either outside or inside the subset
    have e1 : ∑ t ∈ s.powerset, ((t.card : ℤ) + a) * (((s.card + 1 : ℕ) : ℤ) - t.card + b)
        = ∑ t ∈ s.powerset, ((t.card : ℤ) + a) * ((s.card : ℤ) - t.card + (b + 1)) :=
      sum_congr rfl fun t _ => by push_cast; ring
    have e2 : ∑ t ∈ s.powerset, (((insert x t).card : ℤ) + a) *
          (((s.card + 1 : ℕ) : ℤ) - (insert x t).card + b)
        = ∑ t ∈ s.powerset, ((t.card : ℤ) + (a + 1)) * ((s.card : ℤ) - t.card + b) :=
      sum_congr rfl fun t ht => by
        rw [card_insert_of_notMem fun h => hx (mem_powerset.1 ht h)]
        push_cast
        ring
    rw [e1, e2]
    simp only [Nat.cast_add, Nat.cast_one, pow_succ]
    linear_combination ih a (b + 1) + ih (a + 1) b

/-- The `4 ^ M` occupation states fall into `2 ^ M (M² + 3M + 4) / 4` nonempty groups of
equal electron number, Sz and set of singly occupied orbitals. -/
theorem card_groups (M : ℕ) : Fintype.card (State M) = 4 ^ M ∧
    4 * (univ.image (label (M := M))).card = 2 ^ M * (M ^ 2 + 3 * M + 4) := by
  constructor
  · rw [Fintype.card_prod, Fintype.card_finset, Fintype.card_fin, ← mul_pow]
    norm_num
  -- a label is a set S of single occupations, u up spins on it and d pairs outside it
  let f : (Σ _ : Finset (Fin M), ℕ × ℕ) → Label M := fun p =>
    (p.1.card + 2 * p.2.2, 2 * (p.2.1 : ℤ) - p.1.card, p.1)
  have hf : Function.Injective f := by
    rintro ⟨S, u, d⟩ ⟨S', u', d'⟩ h
    have h3 : S = S' := congrArg (fun g : Label M => g.2.2) h
    subst h3
    have h1 : S.card + 2 * d = S.card + 2 * d' := congrArg Prod.fst h
    have h2 : 2 * (u : ℤ) - S.card = 2 * (u' : ℤ) - S.card :=
      congrArg (fun g : Label M => g.2.1) h
    obtain rfl : u = u' := by omega
    obtain rfl : d = d' := by omega
    rfl
  have hM : ∀ S : Finset (Fin M), S.card ≤ M := fun S =>
    (card_le_univ S).trans_eq (Fintype.card_fin M)
  have himg : univ.image (label (M := M)) = ((univ : Finset (Finset (Fin M))).sigma
      fun S => range (S.card + 1) ×ˢ range (M - S.card + 1)).image f := by
    ext g
    constructor
    · intro h
      obtain ⟨⟨A, B⟩, -, rfl⟩ := mem_image.1 h
      have c1 := card_sdiff_add_card_inter A B
      have c2 := card_sdiff_add_card_inter B A
      rw [inter_comm B A] at c2
      have c3 : (symmDiff A B).card = (A \ B).card + (B \ A).card :=
        card_union_of_disjoint (disjoint_left.2 fun x h1 h2 =>
          (mem_sdiff.1 h1).2 (mem_sdiff.1 h2).1)
      have c4 := card_union_add_card_inter A B
      have c5 := hM (A ∪ B)
      have g1 : (A \ B).card < (symmDiff A B).card + 1 := by omega
      have g2 : (A ∩ B).card < M - (symmDiff A B).card + 1 := by omega
      have q1 : (symmDiff A B).card + 2 * (A ∩ B).card = A.card + B.card := by omega
      have q2 : 2 * ((A \ B).card : ℤ) - (symmDiff A B).card = (A.card : ℤ) - B.card := by
        omega
      exact mem_image.2 ⟨⟨symmDiff A B, (A \ B).card, (A ∩ B).card⟩,
        mem_sigma.2 ⟨mem_univ _, mem_product.2 ⟨mem_range.2 g1, mem_range.2 g2⟩⟩,
        Prod.ext q1 (Prod.ext q2 rfl)⟩
    · intro h
      obtain ⟨⟨S, u, d⟩, hp, rfl⟩ := mem_image.1 h
      have hu : u < S.card + 1 := mem_range.1 (mem_product.1 (mem_sigma.1 hp).2).1
      have hd : d < M - S.card + 1 := mem_range.1 (mem_product.1 (mem_sigma.1 hp).2).2
      have hc : Sᶜ.card = M - S.card := by rw [card_compl, Fintype.card_fin]
      obtain ⟨P, hP, cP⟩ := exists_subset_card_eq (show u ≤ S.card by omega)
      obtain ⟨D, hD, cD⟩ := exists_subset_card_eq (show d ≤ Sᶜ.card by omega)
      have a1 : (P ∪ D).card = P.card + D.card :=
        card_union_of_disjoint (disjoint_left.2 fun x h1 h2 =>
          mem_compl.1 (hD h2) (hP h1))
      have a2 : (S \ P ∪ D).card = (S \ P).card + D.card :=
        card_union_of_disjoint (disjoint_left.2 fun x h1 h2 =>
          mem_compl.1 (hD h2) (mem_sdiff.1 h1).1)
      have a3 := card_sdiff_add_card_eq_card hP
      have a4 : symmDiff (P ∪ D) (S \ P ∪ D) = S := by
        ext x
        have p1 := @hP x
        have p2 := @hD x
        simp only [mem_compl] at p2
        simp only [mem_symmDiff, mem_union, mem_sdiff]
        tauto
      have q1 : (P ∪ D).card + (S \ P ∪ D).card = S.card + 2 * d := by omega
      have q2 : ((P ∪ D).card : ℤ) - (S \ P ∪ D).card = 2 * (u : ℤ) - S.card := by omega
      exact mem_image.2 ⟨(P ∪ D, S \ P ∪ D), mem_univ _, Prod.ext q1 (Prod.ext q2 a4)⟩
  rw [himg, card_image_of_injective _ hf, card_sigma]
  simp only [card_product, card_range]
  have key := sum_subsets (univ : Finset (Fin M)) 1 1
  rw [powerset_univ, card_univ, Fintype.card_fin] at key
  have e : ∀ S : Finset (Fin M), ((M - S.card : ℕ) : ℤ) = (M : ℤ) - S.card := fun S =>
    Nat.cast_sub (hM S)
  zify
  simp only [e]
  linear_combination key

/-- The largest group has exactly `binomial(M, ⌊M/2⌋)` states. -/
theorem largest_group (M : ℕ) :
    IsGreatest (Set.range fun g : Label M => (sector g).card) (M.choose (M / 2)) := by
  have upper : ∀ g : Label M, (sector g).card ≤ M.choose (M / 2) := by
    intro g
    -- the up electrons determine the state, and their number is fixed by the label
    have hle : (sector g).card ≤
        (powersetCard (((g.1 : ℤ) + g.2.1).toNat / 2) (univ : Finset (Fin M))).card := by
      refine card_le_card_of_injOn Prod.fst ?_ ?_
      · intro s hs
        have h := (mem_filter.1 (mem_coe.1 hs)).2
        have h1 : s.1.card + s.2.card = g.1 := congrArg Prod.fst h
        have h2 : (s.1.card : ℤ) - s.2.card = g.2.1 :=
          congrArg (fun g : Label M => g.2.1) h
        exact mem_coe.2 (mem_powersetCard.2 ⟨subset_univ _, by omega⟩)
      · intro s hs t ht hst
        have h := (mem_filter.1 (mem_coe.1 hs)).2.trans (mem_filter.1 (mem_coe.1 ht)).2.symm
        have h3 : symmDiff s.1 s.2 = symmDiff t.1 t.2 :=
          congrArg (fun g : Label M => g.2.2) h
        have h1 : s.1 = t.1 := hst
        rw [h1] at h3
        exact Prod.ext h1 (symmDiff_right_injective t.1 h3)
    rw [card_powersetCard, card_univ, Fintype.card_fin] at hle
    exact hle.trans (Nat.choose_le_middle _ _)
  constructor
  · -- half of the orbitals doubly occupied, the others empty
    refine ⟨(M / 2 + M / 2, 0, ∅), le_antisymm (upper _) ?_⟩
    have hle : (powersetCard (M / 2) (univ : Finset (Fin M))).card ≤
        (sector ((M / 2 + M / 2, 0, ∅) : Label M)).card := by
      refine card_le_card_of_injOn (fun A => (A, A)) ?_ ?_
      · intro A hA
        have h := (mem_powersetCard.1 (mem_coe.1 hA)).2
        refine mem_coe.2 (mem_filter.2 ⟨mem_univ _, ?_⟩)
        simp [label, h]
      · intro A _ B _ h
        exact congrArg Prod.fst h
    rwa [card_powersetCard, card_univ, Fintype.card_fin] at hle
  · rintro _ ⟨g, rfl⟩
    exact upper g

end KanamoriSectors
```

```lean
#print axioms KanamoriSectors.kanamori_conserves
#print axioms KanamoriSectors.card_groups
#print axioms KanamoriSectors.largest_group
```

```
'KanamoriSectors.kanamori_conserves' depends on axioms: [propext, Classical.choice, Quot.sound]
'KanamoriSectors.card_groups' depends on axioms: [propext, Classical.choice, Quot.sound]
'KanamoriSectors.largest_group' depends on axioms: [propext, Classical.choice, Quot.sound]
```

## Reading the statements

A `State M` is the pair \((A,B)\), `label` computes the three values above, and `sector g` collects the states with label `g`.

- `card_groups` gives the \(4^M\) states and counts the labels that occur, which are the elements of `univ.image label`. The formula is multiplied by four to stay in whole numbers.
- `largest_group` says that \(\binom{M}{\lfloor M/2\rfloor}\) is a group size that occurs and that no group is larger. Labels belonging to no state have empty sectors and do no harm.
- `kanamori_conserves` says that a nonzero matrix element between `t` and `s` forces equal labels. Ordering the basis by label thus makes the matrix block diagonal, with the size bound applying to every block.

The matrix `kanamori` has real level energies `ε`, intra-orbital repulsion `U`, inter-orbital repulsion `U'` and Hund's coupling `J`. These are independent parameters; \(U'=U-2J\) is not imposed. Spin exchange enters with \(-J\) and pair hopping with \(+J\), the signs for electrons ordered orbital by orbital, up before down. They are written into the definition and not derived from ladder operators.

The atom has no hopping between orbitals, no spin-orbit coupling and no interaction terms beyond the Kanamori form. A one-electron hop from a singly occupied orbital to an empty one already changes \(S\). The full Coulomb interaction of a d shell contains terms that make such hops, so these labels do not carry over to it.

## From the counting to the Lean proof

`card_move` shows that moving an electron to an empty place keeps the number of that spin. `exchange_conserves` adds the singly occupied set, checked orbital by orbital with `grind`. For `kanamori_conserves`, suppose the labels differ: the diagonal term vanishes, and so does every term of the double sum, since a nonzero one would make the labels equal.

`sum_subsets` is the induction for \(F_n\). Its equations `e1` and `e2` are the two cases for the new element, and `linear_combination` adds the two induction hypotheses. In `card_groups`, the map `f` sends \((S,u,d)\) to a label; `hf` shows that it is injective and `himg` that it reaches exactly the occurring labels. For the latter, `P` holds the \(u\) up spins and `D` the \(d\) pairs, giving the state `(P ∪ D, S \ P ∪ D)`.

In `largest_group`, projection to the up electrons is injective on a sector, and `Nat.choose_le_middle` bounds the binomial. The map `A ↦ (A, A)` supplies the states that attain it.

## In the impurity solver

For five orbitals with the Kanamori interaction and diagonal levels, a solver can compute the label of each of the 1024 states, build 352 small matrices and diagonalize them once. If the trace is evaluated in the eigenbasis, the sampling then needs the creation and annihilation operators in that basis. Adding an up electron to orbital \(a\) raises the first two labels by one and toggles the membership of \(a\) in \(S\), so it sends each sector into a single other sector or to zero. The local trace becomes a sum over chains of products of matrices with at most 10 rows and columns. This last use of the labels follows from their definition and is not part of the Lean file.
